# Linear-response $U$ and $V$ are fixed only up to site shifts $c_i+c_j$ when the responses vanish exactly on uniform potentials

On a finite set of sites, let the real matrices $X_0$ and $X$ give the bare and the self-consistent change of the site occupations under a small site potential; each vanishes exactly on uniform potentials, and $X$ is symmetric. An interaction kernel is a real symmetric matrix $f$ with $X = X_0 + X_0 f X$, whose diagonal entries are the on-site $U_i=f_{ii}$ and whose off-diagonal entries are the inter-site $V_{ij}=f_{ij}$.

In Lean 4 with Mathlib:

```lean
import Mathlib

open Matrix

namespace LinearResponseHubbard

variable {n : Type*} [Fintype n]

/-- The response matrix `X` gives no response exactly when the applied site potential is
uniform. -/
def ConstantKernel (X : Matrix n n ℝ) : Prop :=
  ∀ v : n → ℝ, X *ᵥ v = 0 ↔ ∃ a : ℝ, v = fun _ => a

/-- `f` is a symmetric interaction kernel linking the bare response `X0` to the
self-consistent response `X` by the Dyson equation `X = X0 + X0 f X`. Its diagonal entries are
the on-site `U`, its off-diagonal entries the inter-site `V`. -/
structure IsInteraction (X0 X f : Matrix n n ℝ) : Prop where
  symmetric : f.IsSymm
  dyson : X = X0 + X0 * f * X

/-- The matrix with entries `c i + c j` built from one number per site. -/
def siteShift (c : n → ℝ) : Matrix n n ℝ := Matrix.of fun i j => c i + c j

variable {X0 X f f' : Matrix n n ℝ}

/-- Each row of a response matrix with constant kernel sums to zero. -/
theorem row_sum_eq_zero (h : ConstantKernel X) (i : n) : ∑ j, X i j = 0 := by
  have h1 := congrFun ((h (fun _ => 1)).2 ⟨1, rfl⟩) i
  simpa [Matrix.mulVec, dotProduct] using h1

/-- A site shift placed between two response matrices with constant kernel, the second of them
symmetric, gives zero. -/
theorem siteShift_invisible (h0 : ConstantKernel X0) (hX : ConstantKernel X)
    (hs : X.IsSymm) (c : n → ℝ) : X0 * siteShift c * X = 0 := by
  have col : ∀ j, ∑ k, X k j = 0 := fun j =>
    (Finset.sum_congr rfl fun k _ => hs.apply j k).trans (row_sum_eq_zero hX j)
  -- the product of the shift with `X` has identical rows
  have hGX : ∀ i j, (siteShift c * X) i j = ∑ k, c k * X k j := by
    intro i j
    simp only [siteShift, Matrix.mul_apply, Matrix.of_apply, add_mul,
      Finset.sum_add_distrib, ← Finset.mul_sum, col, mul_zero, zero_add]
  ext i j
  rw [Matrix.mul_assoc, Matrix.mul_apply]
  simp only [hGX, ← Finset.sum_mul, row_sum_eq_zero h0, zero_mul, Matrix.zero_apply]

/-- If `X0` and `X` have constant kernel, `X` is symmetric and `X0 D X = 0`, then any two rows of
`D` differ by a constant vector. -/
theorem rows_differ_by_constant (h0 : ConstantKernel X0) (hX : ConstantKernel X)
    (hs : X.IsSymm) {D : Matrix n n ℝ} (hD : X0 * D * X = 0) (k l : n) :
    ∃ a : ℝ, ∀ i, D k i - D l i = a := by
  -- every column of `D X` lies in the kernel of `X0`
  have hcol : ∀ j, (D * X) k j = (D * X) l j := by
    intro j
    have hz : X0 *ᵥ (fun m => (D * X) m j) = 0 := by
      funext i
      have h1 := congrFun (congrFun hD i) j
      rw [Matrix.mul_assoc, Matrix.mul_apply] at h1
      exact h1
    obtain ⟨b, hb⟩ := (h0 _).1 hz
    exact (congrFun hb k).trans (congrFun hb l).symm
  -- hence the difference of two rows of `D` lies in the kernel of `X`
  have hrow : X *ᵥ (fun i => D k i - D l i) = 0 := by
    funext j
    have e := hcol j
    rw [Matrix.mul_apply, Matrix.mul_apply] at e
    have h2 : ∑ i, X j i * (D k i - D l i)
        = ∑ i, D k i * X i j - ∑ i, D l i * X i j := by
      rw [← Finset.sum_sub_distrib]
      refine Finset.sum_congr rfl fun i _ => ?_
      rw [hs.apply i j]
      ring
    exact h2.trans (sub_eq_zero.2 e)
  obtain ⟨a, ha⟩ := (hX _).1 hrow
  exact ⟨a, fun i => congrFun ha i⟩

/-- For responses `X0` and `X` with constant kernel and `X` symmetric, the average on-site `U` of
two sites minus the `V` between them is the same for all interaction kernels of the given pair of
responses. -/
theorem onsite_minus_intersite (h0 : ConstantKernel X0) (hX : ConstantKernel X)
    (hs : X.IsSymm) (hf : IsInteraction X0 X f) (hf' : IsInteraction X0 X f') (i j : n) :
    (f' i i + f' j j) / 2 - f' i j = (f i i + f j j) / 2 - f i j := by
  -- subtract the two Dyson equations
  have e : X0 * f' * X = X0 * f * X := add_left_cancel (hf'.dyson.symm.trans hf.dyson)
  have hD : X0 * (f' - f) * X = 0 := by
    rw [Matrix.mul_sub, Matrix.sub_mul, e, sub_self]
  obtain ⟨a, ha⟩ := rows_differ_by_constant h0 hX hs hD i j
  have h1 := ha i
  have h2 := ha j
  simp only [Matrix.sub_apply] at h1 h2
  have s := hf.symmetric.apply i j
  have s' := hf'.symmetric.apply i j
  linarith

/-- Let `X0` and `X` have constant kernel and let `X` be symmetric. Given one interaction kernel
`f`, the interaction kernels of the same pair of responses are exactly the matrices `f` plus a site
shift `c i + c j`. -/
theorem isInteraction_iff_siteShift (h0 : ConstantKernel X0) (hX : ConstantKernel X)
    (hs : X.IsSymm) (hf : IsInteraction X0 X f) :
    IsInteraction X0 X f' ↔ ∃ c : n → ℝ, f' = f + siteShift c := by
  constructor
  · intro hf'
    -- half the change of the on-site `U` serves as the site shift
    refine ⟨fun i => (f' i i - f i i) / 2, ?_⟩
    ext i j
    have h := onsite_minus_intersite h0 hX hs hf hf' i j
    simp only [Matrix.add_apply, siteShift, Matrix.of_apply]
    linarith
  · rintro ⟨c, rfl⟩
    refine ⟨Matrix.IsSymm.ext fun i j => ?_, ?_⟩
    · simp only [Matrix.add_apply, siteShift, Matrix.of_apply]
      rw [hf.symmetric.apply i j]
      ring
    · rw [Matrix.mul_add, Matrix.add_mul, siteShift_invisible h0 hX hs c, add_zero]
      exact hf.dyson

/-- Let `X0` and `X` have constant kernel and let `X` be symmetric. If two interaction kernels of
this pair differ by the same amount in every on-site `U`, then all their `U` and `V` differ by one
common constant. -/
theorem common_constant (h0 : ConstantKernel X0) (hX : ConstantKernel X)
    (hs : X.IsSymm) (hf : IsInteraction X0 X f) (hf' : IsInteraction X0 X f')
    (hU : ∀ i j, f' i i - f i i = f' j j - f j j) :
    ∃ a : ℝ, ∀ i j, f' i j = f i j + a := by
  rcases isEmpty_or_nonempty n with hn | ⟨⟨o⟩⟩
  · exact ⟨0, fun i => hn.elim i⟩
  · refine ⟨f' o o - f o o, fun i j => ?_⟩
    have h := onsite_minus_intersite h0 hX hs hf hf' i j
    linarith [hU i o, hU j o]

/-- Let `X0` and `X` have constant kernel and let `X` be symmetric. Two interaction kernels of this
pair with the same on-site `U` on every site are equal. -/
theorem eq_of_same_onsite (h0 : ConstantKernel X0) (hX : ConstantKernel X)
    (hs : X.IsSymm) (hf : IsInteraction X0 X f) (hf' : IsInteraction X0 X f')
    (hU : ∀ i, f' i i = f i i) : f' = f := by
  ext i j
  have h := onsite_minus_intersite h0 hX hs hf hf' i j
  linarith [hU i, hU j]

/-- The response matrix of two sites that exchange charge with strength `a`. -/
def dimer (a : ℝ) : Matrix (Fin 2) (Fin 2) ℝ := !![-a, a; a, -a]

/-- For nonzero strength, the two-site response vanishes exactly on uniform potentials. -/
theorem dimer_constantKernel {a : ℝ} (ha : a ≠ 0) : ConstantKernel (dimer a) := by
  intro v
  constructor
  · intro h
    have h0 : -a * v 0 + a * v 1 = 0 := by
      simpa [dimer, Matrix.mulVec, dotProduct, Fin.sum_univ_two] using congrFun h 0
    have h1 : v 1 = v 0 := mul_left_cancel₀ ha (by linarith)
    refine ⟨v 0, ?_⟩
    funext i
    fin_cases i
    · rfl
    · exact h1
  · rintro ⟨b, rfl⟩
    funext i
    fin_cases i <;> simp [dimer, Matrix.mulVec, dotProduct, Fin.sum_univ_two]

/-- The two-site responses of strengths 2 and 1 have constant kernel, the one of strength 1 is
symmetric, and they admit two explicit interaction kernels whose on-site entries differ by 2 on one
site and 0 on the other. -/
theorem dimer_witness :
    ConstantKernel (dimer 2) ∧ ConstantKernel (dimer 1) ∧ (dimer 1).IsSymm ∧
    IsInteraction (dimer 2) (dimer 1) !![1/4, 0; 0, 1/4] ∧
    IsInteraction (dimer 2) (dimer 1) !![9/4, 1; 1, 1/4] := by
  refine ⟨dimer_constantKernel (by norm_num), dimer_constantKernel (by norm_num),
    ?_, ⟨?_, ?_⟩, ⟨?_, ?_⟩⟩
  · refine Matrix.IsSymm.ext fun i j => ?_
    fin_cases i <;> fin_cases j <;> simp [dimer]
  · refine Matrix.IsSymm.ext fun i j => ?_
    fin_cases i <;> fin_cases j <;> simp
  · ext i j
    fin_cases i <;> fin_cases j <;>
      simp [dimer] <;> norm_num
  · refine Matrix.IsSymm.ext fun i j => ?_
    fin_cases i <;> fin_cases j <;> simp
  · ext i j
    fin_cases i <;> fin_cases j <;>
      simp [dimer] <;> norm_num

end LinearResponseHubbard
```

```lean
#print axioms LinearResponseHubbard.isInteraction_iff_siteShift
#print axioms LinearResponseHubbard.common_constant
#print axioms LinearResponseHubbard.eq_of_same_onsite
```

```
'LinearResponseHubbard.isInteraction_iff_siteShift' depends on axioms: [propext, Classical.choice, Quot.sound]
'LinearResponseHubbard.common_constant' depends on axioms: [propext, Classical.choice, Quot.sound]
'LinearResponseHubbard.eq_of_same_onsite' depends on axioms: [propext, Classical.choice, Quot.sound]
```

## Response matrices with a uniform zero mode

The type `n` is the set of sites, and a vector `v : n → ℝ` is a potential $v_i$ applied to them. The product `X *ᵥ v` is then the induced change of occupations, $\delta n_i=\sum_j X_{ij}v_j$.

`ConstantKernel X` says that $Xv=0$ holds if and only if $v$ is the same on every site. In this name, "kernel" means the null space of the matrix, not an interaction kernel $f$. The two directions stand for different physics. A uniform potential produces no response when the electron number is fixed and the sites account for all the charge, because it then only adds a constant to the energy. Conversely, every non-uniform potential must move some charge. This excludes, for example, two groups of sites that exchange no charge with each other, since a potential that is constant on each group would then also go unanswered.

The symmetry of $X$ is reciprocity: site $i$ responds to a potential on site $j$ as $j$ responds to the same potential on $i$. The theorems take it as a hypothesis `hs : X.IsSymm`. They do not assume symmetry of $X_0$.

`IsInteraction X0 X f` collects the two demands on a kernel. The field `dyson` is the equation $X=X_0+X_0fX$: the sites respond through $X_0$ to the applied potential $v$ plus the potential $f\,\delta n$ caused by the displaced charge. The field `symmetric` is the symmetry expected of second derivatives of an interaction energy with respect to occupations. If both response matrices were invertible, the Dyson equation would give $f=X_0^{-1}-X^{-1}$, the familiar linear-response expression. With at least one site, the uniform zero mode makes both matrices singular, and that formula is unavailable.

## How much freedom the kernel has

Write `siteShift c` as $S$, with $S_{ij}=c_i+c_j$ for one real number $c_i$ per site. Given one kernel $f$, the theorem `isInteraction_iff_siteShift` states that $f'$ is also a kernel of the same two responses if and only if

$$
f'_{ij}=f_{ij}+c_i+c_j
$$

for some $c$. Each $U_i$ therefore moves by $2c_i$ and each $V_{ij}$ by $c_i+c_j$. The values of $c_i$ are arbitrary, so the responses alone do not determine any individual $U_i$.

What they do determine is stated in `onsite_minus_intersite`: for every pair of sites, the combination

$$
\frac{U_i+U_j}{2}-V_{ij}
$$

is the same for all kernels. For $i\ne j$ it is the interaction energy $\tfrac12\sum_{kl}\delta n_k f_{kl}\,\delta n_l$ of moving one unit of charge from $j$ to $i$, a process that conserves the total charge.

Two consequences concern extra information about the diagonal. In `common_constant`, the hypothesis `hU` says that $U'_i-U_i$ is the same on all sites; then every $U$ and every $V$ differ by one common constant. Such a condition is natural when all sites are equivalent and each kernel assigns them a single $U$, but here it is assumed and not derived. In `eq_of_same_onsite`, two kernels with the same $U_i$ on every site are equal, so prescribing all the on-site values also fixes all the inter-site ones.

For DFT+$U$+$V$ parameters obtained from static linear response, this means that in a finite site model with these exact zero modes, a quoted $U$ also reflects the convention used to treat the singular matrices. The combination above does not depend on that convention, provided that the resulting kernel is symmetric and satisfies the Dyson equation.

The model has one occupation per site and no frequency dependence. The response matrices are given, not computed from an electronic Hamiltonian, and the general theorems start from a kernel without establishing that one exists. They also require exact zero modes. In many DFT+$U$ calculations the sites are only the d or f shells, and a uniform potential on them can move charge to the other orbitals. When it does, the hypotheses fail and the theorems do not apply.

## Why a site shift has no effect

Applying $X$ to the potential that equals 1 everywhere gives $\sum_j X_{ij}=0$ for each $i$. This is `row_sum_eq_zero`, which holds for $X_0$ as well. Since $X$ is symmetric, its columns also sum to zero: $\sum_k X_{kj}=0$. Hence

$$
(SX)_{ij}=\sum_k(c_i+c_k)X_{kj}
=c_i\sum_k X_{kj}+\sum_k c_kX_{kj}
=\sum_k c_kX_{kj}.
$$

The result does not depend on $i$. Physically, the charge displaced by any applied potential adds up to zero, so the extra interaction $S$ produces only a uniform potential. The bare response ignores it:

$$
(X_0SX)_{ij}=\sum_m (X_0)_{im}\sum_k c_kX_{kj}
=\Big(\sum_m (X_0)_{im}\Big)\sum_k c_kX_{kj}=0.
$$

In `siteShift_invisible`, the column sums are `col`, the formula for $SX$ is `hGX`, and the last `simp only` takes out the common factor and uses the row sums of $X_0$.

It follows that if $f$ is a kernel, then

$$
X_0+X_0(f+S)X=X_0+X_0fX+X_0SX=X,
$$

and $f+S$ is symmetric because both terms are. This is the second half of the proof of `isInteraction_iff_siteShift`.

## Why no other change is possible

Let $f$ and $f'$ be two kernels and put $D=f'-f$. Subtracting their Dyson equations gives

$$
X_0DX=0.
$$

Column $j$ of this equation says that $X_0$ annihilates column $j$ of $DX$. That column is therefore constant, so for any two sites $k$ and $l$

$$
\sum_i D_{ki}X_{ij}=\sum_i D_{li}X_{ij}.
$$

Moving everything to one side and using $X_{ij}=X_{ji}$ gives

$$
\sum_i X_{ji}(D_{ki}-D_{li})=0\quad\text{for every }j.
$$

The difference of rows $k$ and $l$ of $D$ is thus a potential to which $X$ does not respond, and so it is constant: there is a number $a$, depending on $k$ and $l$, with $D_{ki}-D_{li}=a$ for all $i$.

The lemma `rows_differ_by_constant` follows these two steps. `hcol` uses the null space of $X_0$ to equate the entries of each column of $DX$, and `hrow` turns that equality into a statement about the null space of $X$. Of $D$ it assumes only $X_0DX=0$, not symmetry.

Symmetry enters next. Take rows $i$ and $j$, and read off their difference in columns $i$ and $j$:

$$
D_{ii}-D_{ji}=a=D_{ij}-D_{jj}.
$$

Since $D_{ji}=D_{ij}$, this becomes

$$
D_{ij}=\frac{D_{ii}+D_{jj}}{2}.
$$

Writing $D=f'-f$ and rearranging gives the invariance of $(U_i+U_j)/2-V_{ij}$. In `onsite_minus_intersite`, `e` and `hD` carry out the subtraction of the Dyson equations, `h1` and `h2` are the two column readings, `s` and `s'` are the symmetries of the kernels, and `linarith` combines them.

The shift can now be written down explicitly as

$$
c_i=\frac{D_{ii}}{2}=\frac{f'_{ii}-f_{ii}}{2},
$$

because then $c_i+c_j=D_{ij}$. The first half of `isInteraction_iff_siteShift` supplies exactly this $c$ and checks the entries.

The two consequences need one line each. If all $D_{ii}$ equal the same number $a$, then $D_{ij}=(a+a)/2=a$; if all $D_{ii}$ vanish, then $D_{ij}=0$. In `common_constant` the constant is read from an arbitrary site `o`, with the empty set of sites treated separately.

## Two sites with unequal shifts of $U$

The matrix `dimer a` describes two sites that exchange charge:

$$
\begin{pmatrix}-a&a\\a&-a\end{pmatrix}.
$$

For $a>0$, raising the potential on one site lowers its occupation and raises that of the other. Acting on $v$, the matrix gives $a(v_1-v_0)$ on site 0 and the opposite on site 1. For $a\ne0$ this vanishes exactly when $v_0=v_1$, as `dimer_constantKernel` proves.

Take $X$ to be `dimer 1` and $X_0$ to be `dimer 2`, so that $X_0=2X$. Direct multiplication gives $X^2=-2X$. For the kernel $f=\tfrac14 I$, with $I$ the identity matrix,

$$
X_0+X_0fX=2X+\tfrac12X^2=2X-X=X.
$$

Here both sites have $U=\tfrac14$, and $V=0$. The shift with $c_0=1$ and $c_1=0$ produces a second kernel,

$$
f'=\begin{pmatrix}9/4&1\\1&1/4\end{pmatrix}.
$$

The on-site value changes by 2 on site 0 and by 0 on site 1, while $V$ changes by 1. The invariant combination stays at $\tfrac14$, since $(\tfrac94+\tfrac14)/2-1=\tfrac14$.

The theorem `dimer_witness` takes the constant-kernel conditions from `dimer_constantKernel` and checks the symmetries and both Dyson equations entry by entry, using `fin_cases` to run through the sites. The example shows that the equal-shift condition in `common_constant` is a real restriction: two kernels can belong to the same pair of responses without differing by a common constant.
